# A polynomial Jastrow term is exchange symmetric exactly when its coefficients are symmetric in the two electron–nucleus powers

For two electrons at distances r₁ and r₂ from a nucleus and s from each other, the theorem `exchangeSymmetric_iff` considers the Jastrow term ∑ c_lmn r₁^l r₂^m s^n, a finite polynomial with real coefficients, l, m ≤ L and n ≤ M, and no cutoff factor. It states that exchanging r₁ and r₂ leaves the term unchanged at all distances with |r₁ − r₂| ≤ s ≤ r₁ + r₂ if and only if c_lmn = c_mln for all coefficients in the sum. For the forward direction, the attempt forms the polynomial with coefficients c_lmn − c_mln, which vanishes on a box of allowed distances, and removes one variable at a time, since a one-variable polynomial with infinitely many zeros has only zero coefficients. The converse follows from relabelling the sums.

This version doesn't compile in Lean 4 with Mathlib:

```lean
import Mathlib

open Finset

namespace ExchangeSymmetricIff

noncomputable section

/-- The polynomial Jastrow term `∑ c_lmn r₁^l r₂^m s^n` with `l, m ≤ L` and `n ≤ M`. -/
def jastrow (L M : ℕ) (c : ℕ → ℕ → ℕ → ℝ) (r₁ r₂ s : ℝ) : ℝ :=
  ∑ l ∈ range (L + 1), ∑ m ∈ range (L + 1), ∑ n ∈ range (M + 1),
    c l m n * r₁ ^ l * r₂ ^ m * s ^ n

/-- Exchanging the electrons leaves `F` unchanged at all distances that obey the triangle
inequalities. -/
def ExchangeSymmetric (F : ℝ → ℝ → ℝ → ℝ) : Prop :=
  ∀ r₁ r₂ s, |r₁ - r₂| ≤ s → s ≤ r₁ + r₂ → F r₁ r₂ s = F r₂ r₁ s

/-- A polynomial in one distance that vanishes on an infinite set has zero coefficients. -/
theorem coeff_eq_zero {S : Set ℝ} (hS : S.Infinite) {N : ℕ} {a : ℕ → ℝ}
    (h : ∀ x ∈ S, ∑ k ∈ range N, a k * x ^ k = 0) : ∀ k < N, a k = 0 := by
  intro k hk
  have hp : (∑ i ∈ range N, Polynomial.monomial i (a i)) = 0 := by
    apply Polynomial.eq_zero_of_infinite_isRoot
    refine hS.mono fun x hx => ?_
    simpa [Polynomial.IsRoot, Polynomial.eval_finsetSum] using h x hx
  have hc := congrArg (fun p => Polynomial.coeff p k) hp
  simpa [Polynomial.finsetSum_coeff, Polynomial.coeff_monomial, hk] using hc

/-- The Jastrow term arranged in powers of the first electron–nucleus distance. -/
theorem jastrow_collect (L M : ℕ) (c : ℕ → ℕ → ℕ → ℝ) (r₁ r₂ s : ℝ) :
    jastrow L M c r₁ r₂ s = ∑ l ∈ range (L + 1),
      (∑ m ∈ range (L + 1), ∑ n ∈ range (M + 1), c l m n * r₂ ^ m * s ^ n) * r₁ ^ l := by
  simp only [jastrow, Finset.sum_mul]
  exact Finset.sum_congr rfl fun l _ => Finset.sum_congr rfl fun m _ =>
    Finset.sum_congr rfl fun n _ => by ring

/-- The Jastrow term is exchange symmetric exactly when `c_lmn = c_mln` for all its
coefficients. -/
theorem exchangeSymmetric_iff (L M : ℕ) (c : ℕ → ℕ → ℕ → ℝ) :
    ExchangeSymmetric (jastrow L M c) ↔
      ∀ l ≤ L, ∀ m ≤ L, ∀ n ≤ M, c l m n = c m l n := by
  have swap : ∀ r₁ r₂ s, jastrow L M c r₂ r₁ s =
      jastrow L M (fun l m n => c m l n) r₁ r₂ s := by
    intro r₁ r₂ s
    unfold jastrow
    exact Finset.sum_comm.trans (Finset.sum_congr rfl fun l _ =>
      Finset.sum_congr rfl fun m _ => Finset.sum_congr rfl fun n _ => by ring)
  constructor
  · intro h l hl m hm n hn
    obtain ⟨d, hd⟩ : ∃ d : ℕ → ℕ → ℕ → ℝ, ∀ l m n, d l m n = c l m n - c m l n :=
      ⟨_, fun _ _ _ => rfl⟩
    have hdiff : ∀ r₁ r₂ s, jastrow L M d r₁ r₂ s =
        jastrow L M c r₁ r₂ s - jastrow L M c r₂ r₁ s := by
      intro r₁ r₂ s
      rw [swap]
      simp only [jastrow, hd, sub_mul, Finset.sum_sub_distrib]
    -- the box 2 ≤ r₁, r₂ ≤ 3, 1 ≤ s ≤ 4 obeys the triangle inequalities
    have h1 : ∀ r₂ ∈ Set.Icc (2 : ℝ) 3, ∀ s ∈ Set.Icc (1 : ℝ) 4,
        ∑ m ∈ range (L + 1), ∑ n ∈ range (M + 1), d l m n * r₂ ^ m * s ^ n = 0 := by
      intro r₂ h₂ s hs
      refine coeff_eq_zero (S := Set.Icc (2 : ℝ) 3) (N := L + 1)
        (a := fun l => ∑ m ∈ range (L + 1), ∑ n ∈ range (M + 1), d l m n * r₂ ^ m * s ^ n)
        (Set.Icc_infinite (by norm_num)) (fun r₁ h₁ => ?_) l (by omega)
      refine (jastrow_collect L M d r₁ r₂ s).symm.trans ?_
      rw [hdiff, h r₁ r₂ s (abs_le.2 ⟨by linarith [h₁.1, h₂.2, hs.1],
        by linarith [h₁.2, h₂.1, hs.1]⟩) (by linarith [h₁.1, h₂.1, hs.2]), sub_self]
    have h2 : ∀ s ∈ Set.Icc (1 : ℝ) 4, ∑ n ∈ range (M + 1), d l m n * s ^ n = 0 := by
      intro s hs
      refine coeff_eq_zero (S := Set.Icc (2 : ℝ) 3) (N := L + 1)
        (a := fun m => ∑ n ∈ range (M + 1), d l m n * s ^ n)
        (Set.Icc_infinite (by norm_num)) (fun r₂ h₂ => ?_) m (by omega)
      refine Eq.trans ?_ (h1 r₂ h₂ s hs)
      simp only [Finset.sum_mul]
      exact Finset.sum_congr rfl fun m _ => Finset.sum_congr rfl fun n _ => by ring
    have h3 := coeff_eq_zero (Set.Icc_infinite (by norm_num)) h2 n (by omega)
    rw [hd] at h3
    exact sub_eq_zero.1 h3
  · intro h r₁ r₂ s _ _
    rw [swap]
    refine Finset.sum_congr rfl fun l hl => Finset.sum_congr rfl fun m hm =>
      Finset.sum_congr rfl fun n hn => ?_
    rw [Finset.mem_range] at hl hm hn
    rw [h l (by omega) m (by omega) n (by omega)]

end

end ExchangeSymmetricIff
```

Messages:

```
Main.lean:54:57: error: unsolved goals
L M : ℕ
c : ℕ → ℕ → ℕ → ℝ
swap : ∀ (r₁ r₂ s : ℝ), jastrow L M c r₂ r₁ s = jastrow L M (fun l m n => c m l n) r₁ r₂ s
h : ExchangeSymmetric (jastrow L M c)
l : ℕ
hl : l ≤ L
m : ℕ
hm : m ≤ L
n : ℕ
hn : n ≤ M
d : ℕ → ℕ → ℕ → ℝ
hd : ∀ (l m n : ℕ), d l m n = c l m n - c m l n
r₁ r₂ s : ℝ
⊢ ∑ x ∈ range (L + 1), ∑ x_1 ∈ range (L + 1), ∑ x_2 ∈ range (M + 1), c x x_1 x_2 * r₁ ^ x * r₂ ^ x_1 * s ^ x_2 -
      ∑ x ∈ range (L + 1), ∑ x_1 ∈ range (L + 1), ∑ x_2 ∈ range (M + 1), c x_1 x x_2 * r₁ ^ x * r₂ ^ x_1 * s ^ x_2 =
    ∑ x ∈ range (L + 1), ∑ x_1 ∈ range (L + 1), ∑ x_2 ∈ range (M + 1), c x_1 x x_2 * r₂ ^ x * r₁ ^ x_1 * s ^ x_2 -
      ∑ l ∈ range (L + 1), ∑ m ∈ range (L + 1), ∑ n ∈ range (M + 1), c l m n * r₂ ^ l * r₁ ^ m * s ^ n
```

The error is in `hdiff`, which says that the Jastrow term with coefficients `d` is the original term minus the exchanged one. The goal left over is true, but `simp only` could not close it.

The equation `swap` holds for all distances, so a bare `rw [swap]` may rewrite any term of the form `jastrow L M c _ _ _`. It took the first one it met, `jastrow L M c r₁ r₂ s`, and not the exchanged term `jastrow L M c r₂ r₁ s` that was meant. On the right of the remaining goal, both sums therefore have `r₂` raised to the outer index and `r₁` to the inner one, while on the left it is the other way round. Matching them would need the order of summation exchanged and the factors reordered, which the lemmas given to `simp only` don't do.

Writing `swap r₁ r₂ s` fixes the left side of the equation as `jastrow L M c r₂ r₁ s`, so only the exchanged term is rewritten. Both sides then expand to the same difference of sums, and `simp only` closes the goal.

This version goes through:

```diff
@@ -54,5 +54,5 @@
         jastrow L M c r₁ r₂ s - jastrow L M c r₂ r₁ s := by
       intro r₁ r₂ s
-      rw [swap]
+      rw [swap r₁ r₂ s]
       simp only [jastrow, hd, sub_mul, Finset.sum_sub_distrib]
     -- the box 2 ≤ r₁, r₂ ≤ 3, 1 ≤ s ≤ 4 obeys the triangle inequalities
```
